# Without a cut-off, an attractive core-polarization term makes the variational energy collapse in every partial wave

If the core-polarization potential $-\alpha/(2r^4)$ of an alkali atom, with core polarizability $\alpha>0$ and electron–nucleus distance $r$ in atomic units, is added to the Coulomb attraction of the core and used all the way down to the nucleus, a variational calculation for the valence electron has no minimum to converge to: ever tighter functions give energies that fall without limit. One explicit family of radial functions shows this for every angular momentum $l$.

```lean
import Mathlib

open MeasureTheory Set Filter

namespace CorePolarizationCollapse

noncomputable section

/-- Radial energy density at `r ≠ 0`, in atomic units, of the reduced radial function `u` in
partial wave `l`: kinetic, centrifugal and potential parts. -/
def energyDensity (l : ℕ) (V u : ℝ → ℝ) (r : ℝ) : ℝ :=
  (deriv u r) ^ 2 / 2 + ((l : ℝ) * (l + 1) / (2 * r ^ 2) + V r) * u r ^ 2

/-- Energy expectation value of a differentiable reduced radial function `u` with nonzero norm,
provided that both integrals converge. -/
def energy (l : ℕ) (V u : ℝ → ℝ) : ℝ :=
  (∫ r in Ioi (0 : ℝ), energyDensity l V u r) / ∫ r in Ioi (0 : ℝ), u r ^ 2

/-- Alkali model potential at `r ≠ 0`: a Coulomb term plus a core-polarization term `W`. -/
def modelPotential (Z : ℝ) (W : ℝ → ℝ) (r : ℝ) : ℝ := -Z / r + W r

/-- The uncut core-polarization term at `r ≠ 0`, for core polarizability `α`. -/
def corePol (α r : ℝ) : ℝ := -α / (2 * r ^ 4)

/-- The core-polarization term with cut-off length `d`, where `r` and `d` are not both zero. -/
def cutCorePol (α d r : ℝ) : ℝ := -α / (2 * (r ^ 2 + d ^ 2) ^ 2)

/-- The radial trial function `r² exp(-kr)`. -/
def trial (k r : ℝ) : ℝ := r ^ 2 * Real.exp (-k * r)

/-- For `k > 0` the `n`-th radial moment of `exp(-2kr)` is finite and equals `n!/(2k)^(n+1)`. -/
theorem exp_moment {k : ℝ} (hk : 0 < k) (n : ℕ) :
    IntegrableOn (fun r : ℝ => r ^ n * Real.exp (-(2 * k * r))) (Ioi 0) ∧
    ∫ r in Ioi (0 : ℝ), r ^ n * Real.exp (-(2 * k * r)) =
      (n.factorial : ℝ) / (2 * k) ^ (n + 1) := by
  have hval : ∫ r in Ioi (0 : ℝ), r ^ n * Real.exp (-(2 * k * r)) =
      (n.factorial : ℝ) / (2 * k) ^ (n + 1) := by
    have h := Real.integral_rpow_mul_exp_neg_mul_Ioi (a := (n : ℝ) + 1) (r := 2 * k)
      (by positivity) (by positivity)
    simp only [add_sub_cancel_right, Real.rpow_natCast, Real.Gamma_nat_eq_factorial] at h
    have e : (n : ℝ) + 1 = ((n + 1 : ℕ) : ℝ) := by push_cast; ring
    rw [e, Real.rpow_natCast] at h
    rw [h, one_div, inv_pow, div_eq_mul_inv, mul_comm]
  refine ⟨?_, hval⟩
  -- a divergent integral would have the value zero in Lean, but this one is positive
  by_contra hn
  have h0 := integral_undef hn
  rw [hval] at h0
  have : (0 : ℝ) < (n.factorial : ℝ) / (2 * k) ^ (n + 1) := by positivity
  linarith

/-- The slope of the trial function is `(2r - kr²) exp(-kr)`. -/
theorem trial_hasDerivAt (k r : ℝ) :
    HasDerivAt (trial k) ((2 * r - k * r ^ 2) * Real.exp (-k * r)) r := by
  have h0 : HasDerivAt (fun x : ℝ => x ^ 2) (2 * r) r := by simpa using hasDerivAt_pow 2 r
  have h1 : HasDerivAt (fun x : ℝ => -k * x) (-k) r := by
    simpa using (hasDerivAt_id r).const_mul (-k)
  exact (h0.fun_mul h1.exp).congr_deriv (by ring)

/-- The radial density of the trial function is `r⁴ exp(-2kr)`. -/
theorem trial_sq (k r : ℝ) : trial k r ^ 2 = r ^ 4 * Real.exp (-(2 * k * r)) := by
  have h : Real.exp (-(2 * k * r)) = Real.exp (-k * r) ^ 2 := by
    rw [← Real.exp_nat_mul]
    congr 1
    push_cast
    ring
  rw [h, trial]
  ring

/-- For `k > 0` the trial function is square integrable, with squared norm `3/(4k⁵)`. -/
theorem trial_norm {k : ℝ} (hk : 0 < k) :
    IntegrableOn (fun r => trial k r ^ 2) (Ioi 0) ∧
    ∫ r in Ioi (0 : ℝ), trial k r ^ 2 = 3 / (4 * k ^ 5) := by
  simp only [trial_sq]
  refine ⟨(exp_moment hk 4).1, ?_⟩
  rw [(exp_moment hk 4).2, show Nat.factorial 4 = 24 from rfl]
  push_cast
  field_simp
  norm_num

/-- For `k > 0` and any term `W` with a finite expectation value, the trial energy is finite and
equals `(1+l(l+1))k²/6 - Zk/2` plus the expectation value of `W`. -/
theorem trial_energy_split (l : ℕ) (Z : ℝ) {k : ℝ} (hk : 0 < k) {W : ℝ → ℝ}
    (hW : IntegrableOn (fun r => W r * trial k r ^ 2) (Ioi 0)) :
    IntegrableOn (energyDensity l (modelPotential Z W) (trial k)) (Ioi 0) ∧
    energy l (modelPotential Z W) (trial k) =
      (1 + (l : ℝ) * (l + 1)) * k ^ 2 / 6 - Z * k / 2 +
        (∫ r in Ioi (0 : ℝ), W r * trial k r ^ 2) / ∫ r in Ioi (0 : ℝ), trial k r ^ 2 := by
  -- the density is a combination of the integrands of three moments and the `W` term
  have hd : EqOn (energyDensity l (modelPotential Z W) (trial k))
      (fun r => (2 + (l : ℝ) * (l + 1) / 2) * (r ^ 2 * Real.exp (-(2 * k * r)))
        - (2 * k + Z) * (r ^ 3 * Real.exp (-(2 * k * r)))
        + k ^ 2 / 2 * (r ^ 4 * Real.exp (-(2 * k * r))) + W r * trial k r ^ 2) (Ioi 0) := by
    intro r hr
    have hr0 : r ≠ 0 := ne_of_gt hr
    have h : Real.exp (-k * r) ^ 2 = Real.exp (-(2 * k * r)) := by
      rw [← Real.exp_nat_mul]
      congr 1
      push_cast
      ring
    simp only [energyDensity, modelPotential, (trial_hasDerivAt k r).deriv, trial_sq, mul_pow, h]
    field_simp
    ring
  have A := Integrable.const_mul (exp_moment hk 2).1 (2 + (l : ℝ) * (l + 1) / 2)
  have B := Integrable.const_mul (exp_moment hk 3).1 (2 * k + Z)
  have C := Integrable.const_mul (exp_moment hk 4).1 (k ^ 2 / 2)
  refine ⟨IntegrableOn.congr_fun (((A.sub B).add C).add hW) hd.symm measurableSet_Ioi, ?_⟩
  rw [energy, setIntegral_congr_fun measurableSet_Ioi hd,
    integral_add (by exact (A.sub B).add C) hW, integral_add (by exact A.sub B) C,
    integral_sub A B, integral_const_mul, integral_const_mul, integral_const_mul,
    (exp_moment hk 2).2, (exp_moment hk 3).2, (exp_moment hk 4).2, (trial_norm hk).2,
    show Nat.factorial 2 = 2 from rfl, show Nat.factorial 3 = 6 from rfl,
    show Nat.factorial 4 = 24 from rfl]
  push_cast
  field_simp
  ring

/-- For `k > 0` the trial energy with the uncut core-polarization term is finite and equals
`(1+l(l+1))k²/6 - Zk/2 - αk⁴/3`. -/
theorem trial_energy_corePol (l : ℕ) (Z α : ℝ) {k : ℝ} (hk : 0 < k) :
    IntegrableOn (energyDensity l (modelPotential Z (corePol α)) (trial k)) (Ioi 0) ∧
    energy l (modelPotential Z (corePol α)) (trial k) =
      (1 + (l : ℝ) * (l + 1)) * k ^ 2 / 6 - Z * k / 2 - α * k ^ 4 / 3 := by
  -- the factor `r⁴` of the density cancels the singularity
  have hd : EqOn (fun r => corePol α r * trial k r ^ 2)
      (fun r => -α / 2 * (r ^ 0 * Real.exp (-(2 * k * r)))) (Ioi 0) := by
    intro r hr
    have hr0 : r ≠ 0 := ne_of_gt hr
    simp only [corePol, trial_sq, pow_zero, one_mul]
    field_simp
  have hW : IntegrableOn (fun r => corePol α r * trial k r ^ 2) (Ioi 0) :=
    IntegrableOn.congr_fun (Integrable.const_mul (exp_moment hk 0).1 (-α / 2)) hd.symm
      measurableSet_Ioi
  obtain ⟨h1, h2⟩ := trial_energy_split l Z hk hW
  refine ⟨h1, ?_⟩
  rw [h2, setIntegral_congr_fun measurableSet_Ioi hd, integral_const_mul,
    (exp_moment hk 0).2, (trial_norm hk).2, Nat.factorial_zero]
  push_cast
  field_simp
  ring

/-- Variational collapse: for `α > 0`, any real `Z` and every partial wave `l`, the trial energy
with the uncut core-polarization term tends to minus infinity as `k` grows. -/
theorem variational_collapse (l : ℕ) (Z : ℝ) {α : ℝ} (hα : 0 < α) :
    Tendsto (fun k => energy l (modelPotential Z (corePol α)) (trial k)) atTop atBot := by
  rw [tendsto_atBot]
  intro B
  set c : ℝ := (1 + (l : ℝ) * (l + 1)) / 6 with hc
  have hc0 : 0 ≤ c := by positivity
  filter_upwards [eventually_ge_atTop (1 : ℝ),
    eventually_ge_atTop ((c + |Z| / 2 + |B|) / (α / 3))] with k hk1 hk2
  have hk : 0 < k := by linarith
  rw [(trial_energy_corePol l Z α hk).2]
  rw [div_le_iff₀ (by positivity)] at hk2
  -- the quartic term outweighs the quadratic, linear and constant ones
  have h4 := mul_le_mul_of_nonneg_left hk2 (by positivity : 0 ≤ k ^ 3)
  have p2 : k ^ 2 ≤ k ^ 3 := pow_le_pow_right₀ hk1 (by norm_num)
  have p1 : k ≤ k ^ 3 := le_self_pow₀ hk1 (by norm_num)
  have p0 : 1 ≤ k ^ 3 := one_le_pow₀ hk1
  have q2 := mul_le_mul_of_nonneg_left p2 hc0
  have q1 := mul_le_mul_of_nonneg_left p1 (abs_nonneg Z)
  have q0 := mul_le_mul_of_nonneg_left p0 (abs_nonneg B)
  have z := mul_le_mul_of_nonneg_right (neg_abs_le Z) hk.le
  have b := neg_abs_le B
  have e : (1 + (l : ℝ) * (l + 1)) * k ^ 2 / 6 = c * k ^ 2 := by rw [hc]; ring
  rw [e]
  linarith

/-- For `k > 0` the mean radius of the trial state is `5/(2k)`. -/
theorem trial_mean_radius {k : ℝ} (hk : 0 < k) :
    (∫ r in Ioi (0 : ℝ), r * trial k r ^ 2) / (∫ r in Ioi (0 : ℝ), trial k r ^ 2) =
      5 / (2 * k) := by
  have h : ∀ r : ℝ, r * trial k r ^ 2 = r ^ 5 * Real.exp (-(2 * k * r)) := by
    intro r
    rw [trial_sq]
    ring
  simp only [h]
  rw [(exp_moment hk 5).2, (trial_norm hk).2, show Nat.factorial 5 = 120 from rfl]
  push_cast
  field_simp
  norm_num

/-- With a cut-off length `d ≠ 0` and `α ≥ 0`, the energies of all trial functions with `k > 0` have
a lower bound that does not depend on `k`. -/
theorem cutoff_prevents_trial_collapse (l : ℕ) (Z : ℝ) {α d k : ℝ} (hα : 0 ≤ α) (hd : d ≠ 0)
    (hk : 0 < k) :
    -(3 * Z ^ 2 / (8 * (1 + (l : ℝ) * (l + 1)))) - α / (2 * d ^ 4) ≤
      energy l (modelPotential Z (cutCorePol α d)) (trial k) := by
  have hd4 : 0 < d ^ 4 := by positivity
  -- the cut-off term is never deeper than its value at the nucleus
  have hb : ∀ r : ℝ, α / (2 * (r ^ 2 + d ^ 2) ^ 2) ≤ α / (2 * d ^ 4) := fun r =>
    div_le_div_of_nonneg_left hα (by positivity)
      (by nlinarith [sq_nonneg (r ^ 2), mul_nonneg (sq_nonneg r) (sq_nonneg d)])
  have hN := (trial_norm hk).1
  have hW : IntegrableOn (fun r => cutCorePol α d r * trial k r ^ 2) (Ioi 0) := by
    refine Integrable.mono' (Integrable.const_mul hN (α / (2 * d ^ 4))) ?_ ?_
    · apply Measurable.aestronglyMeasurable
      unfold cutCorePol trial
      fun_prop
    · refine Eventually.of_forall fun r => ?_
      have hp : 0 ≤ α / (2 * (r ^ 2 + d ^ 2) ^ 2) := by positivity
      rw [Real.norm_eq_abs, abs_mul, abs_of_nonneg (sq_nonneg (trial k r)), cutCorePol,
        neg_div, abs_neg, abs_of_nonneg hp]
      exact mul_le_mul_of_nonneg_right (hb r) (sq_nonneg _)
  have hI : -(α / (2 * d ^ 4)) * (∫ r in Ioi (0 : ℝ), trial k r ^ 2) ≤
      ∫ r in Ioi (0 : ℝ), cutCorePol α d r * trial k r ^ 2 := by
    rw [← integral_const_mul]
    refine integral_mono (Integrable.const_mul hN _) hW fun r => ?_
    refine mul_le_mul_of_nonneg_right ?_ (sq_nonneg _)
    rw [cutCorePol, neg_div]
    exact neg_le_neg (hb r)
  have hpos : 0 < ∫ r in Ioi (0 : ℝ), trial k r ^ 2 := by
    rw [(trial_norm hk).2]
    positivity
  have hP := (le_div_iff₀ hpos).2 hI
  rw [(trial_energy_split l Z hk hW).2]
  -- complete the square in `k` for the kinetic and Coulomb parts
  have hM : 0 < 1 + (l : ℝ) * (l + 1) := by positivity
  generalize 1 + (l : ℝ) * (l + 1) = M at hM ⊢
  have hs : 0 ≤ M / 6 * (k - 3 * Z / (2 * M)) ^ 2 := by positivity
  have he : M / 6 * (k - 3 * Z / (2 * M)) ^ 2 =
      M * k ^ 2 / 6 - Z * k / 2 + 3 * Z ^ 2 / (8 * M) := by
    field_simp
    ring
  linarith

end

end CorePolarizationCollapse
```

```lean
#print axioms CorePolarizationCollapse.variational_collapse
#print axioms CorePolarizationCollapse.trial_mean_radius
#print axioms CorePolarizationCollapse.cutoff_prevents_trial_collapse
```

```
'CorePolarizationCollapse.variational_collapse' depends on axioms: [propext, Classical.choice, Quot.sound]
'CorePolarizationCollapse.trial_mean_radius' depends on axioms: [propext, Classical.choice, Quot.sound]
'CorePolarizationCollapse.cutoff_prevents_trial_collapse' depends on axioms: [propext, Classical.choice, Quot.sound]
```

## An energy that falls below every bound

The trial function is $u(r)=r^2e^{-kr}$ with $k>0$, called `trial k`. For the potential $-Z/r-\alpha/(2r^4)$, `trial_energy_corePol` states that its energy is finite and equals

$$E(k)=\frac{(1+l(l+1))\,k^2}{6}-\frac{Zk}{2}-\frac{\alpha k^4}{3}.$$

This holds for all real $Z$ and $\alpha$ and every natural number $l$. The main theorem, `variational_collapse`, adds the hypothesis $\alpha>0$ and concludes that $E(k)\to-\infty$ as $k\to\infty$; this is what `Tendsto … atTop atBot` says. Any variational space that contains the whole family therefore has no lowest energy.

By `trial_mean_radius` the mean radius is $5/(2k)$, so the electron contracts onto the nucleus as its energy falls.

## One electron outside a polarizable core

The units are atomic, and $u$ is the reduced radial function, $r$ times the radial wave function. It need not be normalised, because `energy` divides by the squared norm:

$$E=\frac{\int_0^\infty\left[\tfrac12u'^2+\left(\tfrac{l(l+1)}{2r^2}+V\right)u^2\right]dr}{\int_0^\infty u^2\,dr}.$$

The kinetic term is written with $u'^2$. For this trial function it agrees with the form $-\tfrac12uu''$, since $uu'$ vanishes at both ends.

In `modelPotential`, $Z$ is the charge of the core seen by the electron and `W` is the polarization term. The electron's field, of strength $1/r^2$, induces a dipole $\alpha/r^2$ in the core, which gives the energy $-\alpha/(2r^4)$ in `corePol`. This describes an electron well outside the core, and the collapse comes from using it inside. The cut-off form `cutCorePol`, $-\alpha/(2(r^2+d^2)^2)$, stays finite at the nucleus; the length $d$ stands for the size of the region where the dipole picture fails.

The model is non-relativistic and has a single valence electron. The potential in the collapse theorem contains no short-range repulsion from the core electrons. Within this one-electron model, the result warns that a finite lowest eigenvalue in a finite basis does not show that the potential has a ground state.

## The energy from moments of an exponential

Everything reduces to the moments

$$I_n=\int_0^\infty r^ne^{-2kr}\,dr=\frac{n!}{(2k)^{n+1}},$$

which `exp_moment` takes from Mathlib's Gamma integral. Lean gives a divergent integral the value zero, so the lemma also proves integrability: a positive value rules divergence out.

The derivative is $u'=(2r-kr^2)e^{-kr}$ (`trial_hasDerivAt`), and $u^2=r^4e^{-2kr}$ (`trial_sq`). The squared norm is $I_4=3/(4k^5)$ (`trial_norm`). Expanding the energy density gives

$$\left[\left(2+\tfrac{l(l+1)}2\right)r^2-(2k+Z)r^3+\tfrac{k^2}2r^4\right]e^{-2kr}+Wu^2.$$

With $I_2=1/(4k^3)$ and $I_3=3/(8k^4)$, the part without $W$ integrates to

$$\frac{2+l(l+1)/2}{4k^3}-\frac{3(2k+Z)}{8k^4}+\frac{3}{8k^3}=\frac{1+l(l+1)}{8k^3}-\frac{3Z}{8k^4}.$$

Division by $I_4$ gives $(1+l(l+1))k^2/6-Zk/2$. This is `trial_energy_split`, valid for every `W` with a finite expectation value (hypothesis `hW`). Its step `hd` is the expansion above, and `field_simp` and `ring` do the final algebra.

For the uncut term, the factor $r^4$ in $u^2$ cancels the singularity:

$$\langle W\rangle=\frac{-\tfrac{\alpha}{2}I_0}{I_4}=-\frac{\alpha}{4k}\cdot\frac{4k^5}{3}=-\frac{\alpha k^4}{3}.$$

## The quartic term wins

Let $c=(1+l(l+1))/6$ and let $B$ be any real number. For $k\ge1$, the numbers $1$, $k$ and $k^2$ are all at most $k^3$, so

$$E(k)\le k^3\left(c+\frac{|Z|}2-\frac{\alpha k}3\right).$$

Once $\alpha k/3\ge c+|Z|/2+|B|$, the right side is at most $-|B|k^3\le-|B|\le B$. In the proof of `variational_collapse`, `filter_upwards` imposes these two conditions on $k$, and `linarith` combines the inequalities.

The condition $\alpha>0$ can't be weakened to $\alpha\ge0$. For $\alpha=0$, $Z=1$ and $l=0$, which is hydrogen, $E(k)=k^2/6-k/2$ has its minimum $-3/8$ at $k=3/2$ and tends to plus infinity.

The same moments also settle, by hand, an attractive term $-\beta/r^3$ with $\beta>0$. Its expectation value is $-\beta I_1/I_4=-\beta k^3/3$, which again outweighs the quadratic kinetic term.

## A floor for the same family with a cut-off

For $d\ne0$ and $\alpha\ge0$, $(r^2+d^2)^2\ge d^4$, so the cut-off term is never below $-\alpha/(2d^4)$, and neither is its expectation value. With $M=1+l(l+1)$, completing the square gives

$$\frac{Mk^2}6-\frac{Zk}2=\frac M6\left(k-\frac{3Z}{2M}\right)^2-\frac{3Z^2}{8M}.$$

Hence every trial energy is at least $-3Z^2/(8M)-\alpha/(2d^4)$, whatever the value of $k>0$. In `cutoff_prevents_trial_collapse`, `hb` is the pointwise bound, `hI` integrates it, and `he` is the completed square. The theorem concerns this one-parameter family only, and its bound need not lie below the ground-state energy: for $\alpha=0$, $Z=1$ and $l=0$ it is $-3/8$, above hydrogen's $-1/2$.
